# Soft double Compton emission at low energy: (4α/3π)x² photons per scattering and logarithmic frequency interval

An electron at rest that scatters a photon recoils, and a charge whose velocity changes can radiate. The question is how many additional soft photons accompany one scattering on average. The modelling choice is to treat this as two stages: an elastic scattering with the Thomson angular distribution fixes the recoil, and the standard soft-photon formula for a slow charge, taken as a definition, converts the recoil into a photon number. Under that assumption the average is

$$\frac{4\alpha}{3\pi}\,x^2$$

per unit logarithmic frequency interval. Here $x$ is the incident photon energy in units of the electron rest energy, and $\alpha$ is the fine-structure constant.

The step from this model to quantum electrodynamics is the factorisation of the amplitude with two outgoing photons into a Thomson amplitude and a soft emission factor. It is assumed here, and it is appropriate when $x\ll 1$ and the extra photon is much softer than the incident one.

```lean
import Mathlib

open Real Matrix

namespace SoftDoubleCompton

noncomputable section
```

## Directions, polarisations and the solid angle

With polar angle $\theta$ and azimuth $\varphi$, the unit vector in the direction of a photon is $n=(\sin\theta\cos\varphi,\ \sin\theta\sin\varphi,\ \cos\theta)$. Vectors are functions `Fin 3 → ℝ`, so their components carry the indices 0, 1, 2, and $n_2=\cos\theta$.

```lean
/-- The unit vector with polar angle `θ` and azimuth `φ`. -/
def direction (θ φ : ℝ) : Fin 3 → ℝ := ![sin θ * cos φ, sin θ * sin φ, cos θ]
```

Two linear polarisation vectors complete an orthonormal frame. The first points along increasing $\theta$: $\varepsilon_\theta=(\cos\theta\cos\varphi,\ \cos\theta\sin\varphi,\ -\sin\theta)$.

```lean
/-- The linear polarisation vector along increasing polar angle. -/
def polTheta (θ φ : ℝ) : Fin 3 → ℝ := ![cos θ * cos φ, cos θ * sin φ, -sin θ]
```

The second points along increasing $\varphi$: $\varepsilon_\varphi=(-\sin\varphi,\ \cos\varphi,\ 0)$.

```lean
/-- The linear polarisation vector along increasing azimuth. -/
def polPhi (φ : ℝ) : Fin 3 → ℝ := ![-sin φ, cos φ, 0]
```

The integral over directions is $\int_0^\pi d\theta\int_0^{2\pi}d\varphi\,F(\theta,\varphi)\sin\theta$.

```lean
/-- The integral over all directions, in spherical coordinates. -/
def sphereIntegral (F : ℝ → ℝ → ℝ) : ℝ :=
  ∫ θ in (0 : ℝ)..π, ∫ φ in (0 : ℝ)..(2 * π), F θ φ * sin θ
```

## The emission formula, the Thomson weight and the recoil

Let $u$ be the change of the electron's velocity in units of the speed of light. The postulated number of soft photons per unit logarithmic frequency interval is

$$N(u)=\frac{\alpha}{4\pi^2}\int d\Omega\,\left[(\varepsilon_\theta\cdot u)^2+(\varepsilon_\varphi\cdot u)^2\right].$$

It represents dipole radiation from a sudden velocity change: only the component of $u$ along the polarisation radiates. The soft frequency does not appear, so the spectrum is flat in its logarithm. In Lean, `⬝ᵥ` is the dot product and `α` is an arbitrary real number.

```lean
/-- The number of soft photons per unit logarithmic frequency interval emitted by a slow
charge whose velocity changes by `u` (in units of the speed of light), summed over
polarisations and directions; `α` is the fine-structure constant. -/
def softPhotonNumber (α : ℝ) (u : Fin 3 → ℝ) : ℝ :=
  α / (4 * π ^ 2) * sphereIntegral fun θ φ =>
    (polTheta θ φ ⬝ᵥ u) ^ 2 + (polPhi φ ⬝ᵥ u) ^ 2
```

The incident photon travels along the z axis and is unpolarised. Its scattered direction $n$ then has the Thomson probability density $3(1+\cos^2\theta)/(16\pi)$ per unit solid angle, which is also postulated.

```lean
/-- The average over the direction of the scattered photon with the Thomson angular distribution,
for an unpolarised photon incident along the z axis. -/
def thomsonAverage (F : (Fin 3 → ℝ) → ℝ) : ℝ :=
  sphereIntegral fun θ φ => 3 / (16 * π) * (1 + cos θ ^ 2) * F (direction θ φ)
```

In elastic scattering the photon keeps its energy, so momentum conservation gives the electron the velocity $u=x(e_z-n)$, where $e_z$ is the unit vector along the z axis. The electron's kinetic energy, of order $x^2$, is neglected beside $x$.

```lean
/-- For `x` much less than 1, the velocity (in units of the speed of light) given to an electron at
rest when a photon of energy `x` (in units of the electron rest energy) is scattered elastically
from the z axis into the direction `n`. -/
def recoil (x : ℝ) (n : Fin 3 → ℝ) : Fin 3 → ℝ := x • (![0, 0, 1] - n)
```

## Summing over polarisations

Write $a=u_0\cos\varphi+u_1\sin\varphi$ and $b=-u_0\sin\varphi+u_1\cos\varphi$. Then

$$\varepsilon_\theta\cdot u=a\cos\theta-u_2\sin\theta,\qquad n\cdot u=a\sin\theta+u_2\cos\theta,\qquad \varepsilon_\varphi\cdot u=b.$$

The squares of the first two add up to $a^2+u_2^2$, and $a^2+b^2=u_0^2+u_1^2$. Hence $(\varepsilon_\theta\cdot u)^2+(\varepsilon_\varphi\cdot u)^2=|u|^2-(n\cdot u)^2$.

The tactic `linear_combination` takes this argument almost literally. It is given known equations with coefficients, subtracts that combination from the goal, and leaves a polynomial identity for `ring` to verify. Here the equations are $\sin^2+\cos^2=1$ for $\theta$ and for $\varphi$. Their coefficients, $a^2+u_2^2$ and $u_0^2+u_1^2$, are the quantities that the two rotations by hand leave unchanged. The same tactic later cancels factors of $\pi$, using $\pi\,\pi^{-1}=1$ as the known equation.

```lean
/-- The sum over the two polarisations keeps the part of `u` transverse to the direction
of emission. -/
theorem polarization_sum (θ φ : ℝ) (u : Fin 3 → ℝ) :
    (polTheta θ φ ⬝ᵥ u) ^ 2 + (polPhi φ ⬝ᵥ u) ^ 2
      = u ⬝ᵥ u - (direction θ φ ⬝ᵥ u) ^ 2 := by
  simp only [polTheta, polPhi, direction, dotProduct, Fin.sum_univ_three, Matrix.cons_val]
  linear_combination
    ((cos φ * u 0 + sin φ * u 1) ^ 2 + u 2 ^ 2) * sin_sq_add_cos_sq θ
      + (u 0 ^ 2 + u 1 ^ 2) * sin_sq_add_cos_sq φ
```

## Three elementary integrals

Over a full turn, $\cos\varphi$, $\sin\varphi$ and $\sin\varphi\cos\varphi$ integrate to zero, while $\cos^2\varphi$ and $\sin^2\varphi$ each give $\pi$. Therefore

$$\int_0^{2\pi}\left(A+B\cos\varphi+C\sin\varphi+D\cos^2\varphi+E\sin\varphi\cos\varphi+G\sin^2\varphi\right)d\varphi=2\pi A+\pi D+\pi G.$$

The proof supplies an antiderivative, checks its derivative, and evaluates it at the endpoints.

```lean
/-- Over a full turn of the azimuth only the constant and the squares of sine and cosine
contribute to the integral of a quadratic trigonometric expression. -/
theorem azimuth_integral (A B C D E G : ℝ) :
    ∫ φ in (0 : ℝ)..(2 * π), (A + B * cos φ + C * sin φ + D * cos φ ^ 2
      + E * (sin φ * cos φ) + G * sin φ ^ 2) = 2 * π * A + π * D + π * G := by
  have hd : ∀ φ : ℝ, HasDerivAt
      (fun t => (A + D / 2 + G / 2) * t + B * sin t - C * cos t
        + (D - G) / 2 * (sin t * cos t) + E / 2 * (sin t * sin t))
      (A + B * cos φ + C * sin φ + D * cos φ ^ 2
        + E * (sin φ * cos φ) + G * sin φ ^ 2) φ := by
    intro φ
    have hs := hasDerivAt_sin φ
    have hc := hasDerivAt_cos φ
    refine ((((((hasDerivAt_id' φ).const_mul (A + D / 2 + G / 2)).fun_add
      (hs.const_mul B)).fun_sub (hc.const_mul C)).fun_add
      ((hs.fun_mul hc).const_mul ((D - G) / 2))).fun_add
      ((hs.fun_mul hs).const_mul (E / 2))).congr_deriv ?_
    linear_combination (-(D + G) / 2) * sin_sq_add_cos_sq φ
  refine (intervalIntegral.integral_eq_sub_of_hasDerivAt (fun φ _ => hd φ)
    (Continuous.intervalIntegrable (by fun_prop) _ _)).trans ?_
  simp only [sin_two_pi, cos_two_pi, sin_zero, cos_zero]
  ring
```

With $c=\cos\theta$ and $dc=-\sin\theta\,d\theta$, a continuous function $h$ satisfies

$$\int_0^\pi h(\cos\theta)\sin\theta\,d\theta=\int_{-1}^{1}h(c)\,dc.$$

The letter $c$ denotes a cosine throughout, not the speed of light. Mathlib's substitution theorem gives the integral from 1 to −1 with a minus sign; exchanging the limits removes it.

```lean
/-- For a continuous function of the cosine of the polar angle, the polar integral becomes
an integral over the cosine from -1 to 1. -/
theorem polar_substitution (h : ℝ → ℝ) (hh : Continuous h) :
    ∫ θ in (0 : ℝ)..π, h (cos θ) * sin θ = ∫ c in (-1 : ℝ)..1, h c := by
  have key := intervalIntegral.integral_comp_mul_deriv (a := 0) (b := π)
    (f := cos) (f' := fun θ => -sin θ) (g := h)
    (fun θ _ => hasDerivAt_cos θ) (by fun_prop) hh
  rw [cos_zero, cos_pi, intervalIntegral.integral_symm (-1) 1] at key
  simp only [Function.comp_apply, mul_neg, intervalIntegral.integral_neg] at key
  linarith
```

On the symmetric interval the odd powers vanish and $c^2$ contributes $2/3$:

$$\int_{-1}^{1}(a+bc+dc^2+ec^3)\,dc=2a+\tfrac23 d.$$

Here $a$, $b$, $d$, $e$ are plain coefficients. The proof again uses an explicit antiderivative.

```lean
/-- The odd powers drop out of the integral of a cubic polynomial from -1 to 1. -/
theorem cubic_integral (a b d e : ℝ) :
    ∫ c in (-1 : ℝ)..1, (a + b * c + d * c ^ 2 + e * c ^ 3) = 2 * a + 2 * d / 3 := by
  have hd : ∀ c : ℝ, HasDerivAt
      (fun t => a * t + b / 2 * (t * t) + d / 3 * (t * t * t) + e / 4 * (t * t * t * t))
      (a + b * c + d * c ^ 2 + e * c ^ 3) c := by
    intro c
    have h1 := hasDerivAt_id' c
    have h2 := h1.fun_mul h1
    have h3 := h2.fun_mul h1
    have h4 := h3.fun_mul h1
    refine ((((h1.const_mul a).fun_add (h2.const_mul (b / 2))).fun_add
      (h3.const_mul (d / 3))).fun_add (h4.const_mul (e / 4))).congr_deriv ?_
    ring
  refine (intervalIntegral.integral_eq_sub_of_hasDerivAt (fun c _ => hd c)
    (Continuous.intervalIntegrable (by fun_prop) _ _)).trans ?_
  ring
```

## The factor 8π/3

At fixed $\theta$, the azimuthal integral of $|u|^2-(n\cdot u)^2$ is

$$2\pi|u|^2-\pi\sin^2\theta\,(u_0^2+u_1^2)-2\pi\cos^2\theta\,u_2^2.$$

Replacing $\sin^2\theta$ by $1-c^2$ gives a polynomial in $c$ with constant term $2\pi|u|^2-\pi(u_0^2+u_1^2)$ and quadratic coefficient $\pi(u_0^2+u_1^2)-2\pi u_2^2$. Its integral over $c$ is

$$4\pi|u|^2-\tfrac{4\pi}{3}(u_0^2+u_1^2+u_2^2)=\tfrac{8\pi}{3}|u|^2.$$

In the code `hφ` is the azimuthal step, with the weight $\sin\theta$ kept inside the coefficients. The substitution and the cubic integral follow.

```lean
/-- The squared transverse part of a vector `u`, integrated over all directions, is
`8π/3` times the squared length of `u`. -/
theorem transverse_integral (u : Fin 3 → ℝ) :
    sphereIntegral (fun θ φ => u ⬝ᵥ u - (direction θ φ ⬝ᵥ u) ^ 2)
      = 8 * π / 3 * (u ⬝ᵥ u) := by
  have hU : u ⬝ᵥ u = u 0 ^ 2 + u 1 ^ 2 + u 2 ^ 2 := by
    simp only [dotProduct, Fin.sum_univ_three]
    ring
  have hdot : ∀ θ φ, direction θ φ ⬝ᵥ u
      = sin θ * cos φ * u 0 + sin θ * sin φ * u 1 + cos θ * u 2 := by
    intro θ φ
    simp only [direction, dotProduct, Fin.sum_univ_three, Matrix.cons_val]
  -- the azimuthal integral at fixed polar angle
  have hφ : ∀ θ : ℝ, ∫ φ in (0 : ℝ)..(2 * π), (u 0 ^ 2 + u 1 ^ 2 + u 2 ^ 2
      - (sin θ * cos φ * u 0 + sin θ * sin φ * u 1 + cos θ * u 2) ^ 2) * sin θ
      = ((2 * π * (u 0 ^ 2 + u 1 ^ 2 + u 2 ^ 2) - π * (u 0 ^ 2 + u 1 ^ 2)) + 0 * cos θ
        + (π * (u 0 ^ 2 + u 1 ^ 2) - 2 * π * u 2 ^ 2) * cos θ ^ 2
        + 0 * cos θ ^ 3) * sin θ := by
    intro θ
    have key := azimuth_integral
      (sin θ * (u 0 ^ 2 + u 1 ^ 2 + u 2 ^ 2 - cos θ ^ 2 * u 2 ^ 2))
      (-2 * sin θ ^ 2 * cos θ * u 0 * u 2) (-2 * sin θ ^ 2 * cos θ * u 1 * u 2)
      (-sin θ ^ 3 * u 0 ^ 2) (-2 * sin θ ^ 3 * u 0 * u 1) (-sin θ ^ 3 * u 1 ^ 2)
    refine Eq.trans (intervalIntegral.integral_congr fun φ _ => ?_) (key.trans ?_)
    · ring
    · linear_combination (-π * (u 0 ^ 2 + u 1 ^ 2) * sin θ) * sin_sq_add_cos_sq θ
  simp only [sphereIntegral, hU, hdot, hφ]
  refine (polar_substitution (fun c =>
    (2 * π * (u 0 ^ 2 + u 1 ^ 2 + u 2 ^ 2) - π * (u 0 ^ 2 + u 1 ^ 2)) + 0 * c
      + (π * (u 0 ^ 2 + u 1 ^ 2) - 2 * π * u 2 ^ 2) * c ^ 2 + 0 * c ^ 3)
    (by fun_prop)).trans ?_
  rw [cubic_integral]
  ring
```

Multiplication by the prefactor gives the photon number for any velocity change:

$$N(u)=\frac{\alpha}{4\pi^2}\cdot\frac{8\pi}{3}|u|^2=\frac{2\alpha}{3\pi}|u|^2.$$

```lean
/-- The soft photon number is `2α/(3π)` times the square of the velocity change. -/
theorem soft_photon_number (α : ℝ) (u : Fin 3 → ℝ) :
    softPhotonNumber α u = 2 * α / (3 * π) * (u ⬝ᵥ u) := by
  simp only [softPhotonNumber, polarization_sum, transverse_integral]
  linear_combination (2 / 3 * α * (u ⬝ᵥ u) * π⁻¹) * mul_inv_cancel₀ pi_ne_zero
```

## Averaging the recoil

If a quantity depends on the scattered direction only through its cosine, as $g(n_2)$ with $g$ continuous, the azimuthal integral is a factor $2\pi$. Since $2\pi\cdot 3/(16\pi)=3/8$, the Thomson average becomes

$$\langle g\rangle=\int_{-1}^{1}\tfrac38(1+c^2)\,g(c)\,dc.$$

```lean
/-- For a continuous function of the scattering cosine, the Thomson average is the integral
from -1 to 1 with weight `(3/8)(1 + c²)`. -/
theorem thomson_average_eq (g : ℝ → ℝ) (hg : Continuous g) :
    thomsonAverage (fun n => g (n 2))
      = ∫ c in (-1 : ℝ)..1, 3 / 8 * (1 + c ^ 2) * g c := by
  have hφ : ∀ θ : ℝ, ∫ φ in (0 : ℝ)..(2 * π),
      3 / (16 * π) * (1 + cos θ ^ 2) * g (direction θ φ 2) * sin θ
      = (3 / 8 * (1 + cos θ ^ 2) * g (cos θ)) * sin θ := by
    intro θ
    have hz : ∀ φ, direction θ φ 2 = cos θ := fun φ => by simp [direction]
    simp only [hz, intervalIntegral.integral_const, smul_eq_mul, sub_zero]
    linear_combination (3 / 8 * (1 + cos θ ^ 2) * g (cos θ) * sin θ)
      * mul_inv_cancel₀ pi_ne_zero
  simp only [thomsonAverage, sphereIntegral, hφ]
  exact polar_substitution (fun c => 3 / 8 * (1 + c ^ 2) * g c) (by fun_prop)
```

The squared recoil follows from $|e_z|=|n|=1$ and $e_z\cdot n=c$:

$$|u|^2=x^2\,|e_z-n|^2=2x^2(1-c).$$

It vanishes for forward scattering and reaches $4x^2$ for backward scattering. Lean obtains it from components and the two Pythagorean identities.

```lean
/-- The squared recoil velocity is `2x²(1 - c)`, with `c` the scattering cosine. -/
theorem recoil_sq (x θ φ : ℝ) :
    recoil x (direction θ φ) ⬝ᵥ recoil x (direction θ φ)
      = 2 * x ^ 2 * (1 - direction θ φ 2) := by
  simp only [recoil, direction, dotProduct, Fin.sum_univ_three, Pi.smul_apply,
    Pi.sub_apply, smul_eq_mul, Matrix.cons_val]
  linear_combination x ^ 2 * sin θ ^ 2 * sin_sq_add_cos_sq φ
    + x ^ 2 * sin_sq_add_cos_sq θ
```

The weight is a probability density, because $\tfrac38\left(2+\tfrac23\right)=1$.

```lean
/-- The Thomson angular distribution is normalised to one. -/
theorem thomson_normalized : thomsonAverage (fun _ => 1) = 1 := by
  refine (thomson_average_eq (fun _ => 1) continuous_const).trans ?_
  have key := cubic_integral (3 / 8) 0 (3 / 8) 0
  refine Eq.trans (intervalIntegral.integral_congr fun c _ => ?_) (key.trans ?_)
  · ring
  · norm_num
```

The mean photon number combines these results:

$$\int_{-1}^{1}\tfrac38(1+c^2)\,\frac{2\alpha}{3\pi}\,2x^2(1-c)\,dc=\frac{\alpha x^2}{2\pi}\int_{-1}^{1}(1-c+c^2-c^3)\,dc=\frac{\alpha x^2}{2\pi}\cdot\frac83=\frac{4\alpha}{3\pi}x^2.$$

The statement `soft_double_compton` reads: for all real `α` and `x`, the Thomson average over `n` of the soft photon number for the velocity change `recoil x n` equals this value. The equation holds without a smallness condition on `x`, but the physical model behind it requires one.

In the proof, `h` first rewrites the emission as a function of `n 2`. The average evaluates its argument only at unit vectors `direction θ φ`, so the recoil formula for those vectors is enough. The one-dimensional average and `cubic_integral` then give the result.

```lean
/-- Soft double Compton emission in the two-stage model, meant for `x` much less than 1: for elastic
Thomson scattering of an unpolarised photon of energy `x` (in units of the electron rest energy) on
an electron at rest, the mean number of additional soft photons per unit logarithmic frequency
interval is `(4α/(3π)) x²`. -/
theorem soft_double_compton (α x : ℝ) :
    thomsonAverage (fun n => softPhotonNumber α (recoil x n))
      = 4 * α / (3 * π) * x ^ 2 := by
  -- the emission depends on the scattered direction only through its cosine
  have h : thomsonAverage (fun n => softPhotonNumber α (recoil x n))
      = thomsonAverage (fun n => 2 * α / (3 * π) * (2 * x ^ 2 * (1 - n 2))) := by
    simp only [thomsonAverage, soft_photon_number, recoil_sq]
  refine h.trans ((thomson_average_eq
    (fun c => 2 * α / (3 * π) * (2 * x ^ 2 * (1 - c))) (by fun_prop)).trans ?_)
  -- the weighted recoil is a cubic polynomial in the cosine
  have key := cubic_integral (α * x ^ 2 / (2 * π)) (-(α * x ^ 2 / (2 * π)))
    (α * x ^ 2 / (2 * π)) (-(α * x ^ 2 / (2 * π)))
  refine Eq.trans (intervalIntegral.integral_congr fun c _ => ?_) (key.trans ?_)
  · ring
  · ring

end

end SoftDoubleCompton
```

```lean
#print axioms SoftDoubleCompton.thomson_normalized
#print axioms SoftDoubleCompton.soft_double_compton
```

```
'SoftDoubleCompton.thomson_normalized' depends on axioms: [propext, Classical.choice, Quot.sound]
'SoftDoubleCompton.soft_double_compton' depends on axioms: [propext, Classical.choice, Quot.sound]
```

## From one scattering to a photon source

For $x=0.01$ the mean number is about $4.2\times10^{-5}\,\alpha$ per unit logarithmic interval. A decade of soft frequencies, all far below the incident one, multiplies this by $\ln 10$ and gives about $9.8\times10^{-5}\,\alpha$ photons per scattering.

In a radiative-transfer simulation with cold electrons, low-energy photons and no stimulated emission, the same factor gives a source of soft photons per unit logarithmic frequency interval, at frequencies far below those of the incident photons: the number of scatterings per unit volume and time is multiplied by $(4\alpha/3\pi)\langle x^2\rangle$, where the average runs over the energies of the incident photons.
